# The Debye mean-square displacement exceeds its classical value by at most $\hbar^2/(12Mk_BT)$

## Atoms that blur a diffraction pattern

A Bragg peak loses intensity when the atoms of a crystal move about their lattice sites. In a harmonic crystal with one atom per primitive cell the intensity is multiplied by the Debye-Waller factor $e^{-q^2\langle u^2\rangle}$, where $q$ is the momentum transfer divided by $\hbar$ and $\langle u^2\rangle$ is the mean-square displacement of an atom along the direction of $q$. Classical mechanics makes $\langle u^2\rangle$ proportional to the temperature $T$. Quantum mechanics adds zero-point motion and changes the thermal part, so one would like to know how far the classical value can be off at a given temperature.

The Debye model allows a definite answer. Take units in which $\hbar$, $k_B$ and the atomic mass $M$ are one, so that the Debye temperature $\Theta$ is also the cutoff frequency. The density of states is $3w^2/\Theta^3$ for frequencies $w$ in $(0,\Theta)$, which integrates to one. An oscillator of frequency $w$ has mean-square displacement $(n(w/T)+\tfrac12)/w$, with the Bose occupation $n(y)=1/(e^y-1)$. Averaging over the spectrum gives

$$\langle u^2\rangle=\int_0^\Theta \frac{3w^2}{\Theta^3}\,\frac{n(w/T)+\frac12}{w}\,dw .$$

The classical value follows when $n+\tfrac12$ is replaced by $T/w$. The integrand is then the constant $3T/\Theta^3$, and the integral is $3T/\Theta^2$.

## The displacement and its bounds

Let $\Theta,T>0$, $x=\Theta/T$, and

$$\varphi(x)=\frac1x\int_0^x\frac{y}{e^y-1}\,dy .$$

Then

$$\langle u^2\rangle=\frac3\Theta\left(\frac{\varphi(x)}{x}+\frac14\right),\qquad 1\le\varphi(x)+\frac x4\le1+\frac{x^2}{36},$$

and therefore

$$\frac{3T}{\Theta^2}\le\langle u^2\rangle\le\frac{3T}{\Theta^2}+\frac1{12T}.$$

The allowance $1/(12T)$ doesn't contain $\Theta$. Relative to the classical value it is $x^2/36$, which is less than three percent at $T=\Theta$. For a harmonic crystal with a Debye spectrum, this limits how much treating the nuclei classically can, by itself, lower the mean-square displacement.

## One oscillator

The energy of an oscillator divided by $T$ is $y/(e^y-1)+y/2$ with $y=w/T$, and its classical value is one. For $y>0$,

$$1\le\frac{y}{e^y-1}+\frac y2\le1+\frac{y^2}{12}.$$

For the lower bound, multiply by $2(e^y-1)>0$ and collect terms. The claim becomes $a(y)\ge0$ with $a(z)=2+z+(z-2)e^z$. Here $a(0)=0$ and $a'(z)=1+(z-1)e^z$. Multiplying $1-z\le e^{-z}$ by $e^z$ shows that $a'(z)\ge0$, so $a$ increases from zero.

For the upper bound, multiply $y/(e^y-1)\le1-y/2+y^2/12$ by $12(e^y-1)$. This gives $12y\le(e^y-1)(12-6y+y^2)$, which is the same as

$$12+6y+y^2\le e^y(12-6y+y^2).$$

The polynomial on the left is $(y+3)^2+3>0$, so the claim is $b(y)\ge1$ with

$$b(z)=\frac{e^z(12-6z+z^2)}{12+6z+z^2},\qquad b'(z)=\frac{e^z z^4}{(12+6z+z^2)^2}\ge0 .$$

In the numerator of $b'$ all powers of $z$ below the fourth cancel. Since $b(0)=1$, the bound follows.

## From one oscillator to the crystal

Integrate the bounds over $(0,x)$. The middle term gives

$$\int_0^x\left(\frac{y}{e^y-1}+\frac y2\right)dy=x\varphi(x)+\frac{x^2}4=x\left(\varphi(x)+\frac x4\right).$$

The outer terms give $x$ and $x+x^3/36$. Division by $x$ yields the bounds on $\varphi(x)+x/4$.

For the displacement, put $w=Ty$. The integrand becomes

$$\frac{3w}{\Theta^3}\left(n(w/T)+\frac12\right)=\frac{3T}{\Theta^3}\left(\frac{y}{e^y-1}+\frac y2\right),$$

and $dw=T\,dy$ supplies another factor $T$. Using $Tx=\Theta$,

$$\langle u^2\rangle=\frac{3T^2}{\Theta^3}\,x\left(\varphi(x)+\frac x4\right)=\frac{3T}{\Theta^2}\left(\varphi(x)+\frac x4\right)=\frac3\Theta\left(\frac{\varphi(x)}x+\frac14\right).$$

Inserting the bounds, with $\frac{3T}{\Theta^2}\cdot\frac{x^2}{36}=\frac1{12T}$, gives the bounds on $\langle u^2\rangle$.

Three consequences follow. Since $\varphi(x)\ge0$, the displacement is never below the zero-point value $3/(4\Theta)$. As $T\to\infty$ with $\Theta$ fixed, the excess over $3T/\Theta^2$ lies between $0$ and $1/(12T)$, so it tends to zero. Because $e^{-q^2s}$ does not increase with $s$, the bounds on $\langle u^2\rangle$ become bounds on the Debye-Waller factor in the opposite order.

## How the Lean statements express the model

All quantities are real numbers. `bose y` is the occupation at reduced frequency $y$, `debyeDOS Θ w` is the density of states, and `meanSquare Θ T` is the displacement integral as written above. `phi x` is $\varphi(x)$, and `debyeWaller q Θ T` is the factor for the scattered intensity, not the amplitude. The hypotheses `0 < Θ` and `0 < T` are the only physical conditions; `q` may be any real number.

The formula for the displacement is `meanSquare_eq`, the bounds on $\varphi$ are `phi_bounds`, and the bounds on the displacement are `meanSquare_bounds`. The consequences are `zero_point_le`, `classical_limit` and `debyeWaller_bounds`. In `classical_limit`, `Tendsto ... atTop (𝓝 0)` says that the difference goes to zero as $T$ grows without bound.

The Debye spectrum, the oscillator formula and the exponential form of the Debye-Waller factor enter as definitions; they are not derived from a lattice Hamiltonian or from scattering theory. The model has one atomic mass, an isotropic displacement and no anharmonicity. The case $T=0$ is not treated.

```lean
import Mathlib

open MeasureTheory Filter Topology

namespace DebyeWallerDisplacement

noncomputable section

/-- The Bose occupation number at reduced frequency `y` (frequency over temperature). -/
def bose (y : ℝ) : ℝ := 1 / (Real.exp y - 1)

/-- The Debye density of states at a frequency `w` in `(0, Θ)`, normalised to one mode on that
interval. The formula itself is not set to zero outside the interval. -/
def debyeDOS (Θ w : ℝ) : ℝ := 3 * w ^ 2 / Θ ^ 3

/-- The mean-square displacement along one direction in the Debye model, in units where
the reduced Planck constant, the Boltzmann constant and the atomic mass are one. -/
def meanSquare (Θ T : ℝ) : ℝ :=
  ∫ w in (0 : ℝ)..Θ, debyeDOS Θ w * (bose (w / T) + 1 / 2) / w

/-- The Debye function `φ(x)`, the average of `y / (exp y - 1)` over `(0, x)`. -/
def phi (x : ℝ) : ℝ := (1 / x) * ∫ y in (0 : ℝ)..x, y / (Real.exp y - 1)

/-- The Debye-Waller factor of the scattered intensity at momentum transfer `q`. -/
def debyeWaller (q Θ T : ℝ) : ℝ := Real.exp (-(q ^ 2 * meanSquare Θ T))

/-- The thermal plus zero-point energy of an oscillator, in units of the temperature,
is at least its classical value one. -/
theorem one_le_oscillator {y : ℝ} (hy : 0 < y) :
    1 ≤ y / (Real.exp y - 1) + y / 2 := by
  have hd : ∀ z : ℝ, HasDerivAt (fun z : ℝ => 2 + z + (z - 2) * Real.exp z)
      (1 + (z - 1) * Real.exp z) z := fun z =>
    (((hasDerivAt_id' z).const_add 2).fun_add
      (((hasDerivAt_id' z).sub_const 2).fun_mul (Real.hasDerivAt_exp z))).congr_deriv (by ring)
  have hm : Monotone (fun z : ℝ => 2 + z + (z - 2) * Real.exp z) := by
    refine monotone_of_deriv_nonneg (fun z => (hd z).differentiableAt) (fun z => ?_)
    rw [(hd z).deriv]
    -- this is `1 - z ≤ exp (-z)` multiplied by `exp z`
    have h1 := mul_le_mul_of_nonneg_right (Real.add_one_le_exp (-z)) (Real.exp_pos z).le
    have h2 : Real.exp (-z) * Real.exp z = 1 := by rw [← Real.exp_add]; simp
    nlinarith
  have h : (0 : ℝ) ≤ 2 + y + (y - 2) * Real.exp y := by
    calc (0 : ℝ) = 2 + 0 + (0 - 2) * Real.exp 0 := by norm_num
      _ ≤ _ := hm hy.le
  have hE : 0 < Real.exp y - 1 := by linarith [Real.add_one_le_exp y]
  have h3 : 1 - y / 2 ≤ y / (Real.exp y - 1) := by
    rw [le_div_iff₀ hE]
    nlinarith
  linarith

/-- The energy of an oscillator, in units of the temperature, exceeds its classical value
by at most `y² / 12`. -/
theorem oscillator_le {y : ℝ} (hy : 0 < y) :
    y / (Real.exp y - 1) + y / 2 ≤ 1 + y ^ 2 / 12 := by
  have hD : ∀ z : ℝ, 0 < 12 + 6 * z + z * z := fun z => by nlinarith [sq_nonneg (z + 3)]
  have hd : ∀ z : ℝ, HasDerivAt
      (fun z : ℝ => Real.exp z * (12 - 6 * z + z * z) / (12 + 6 * z + z * z))
      (Real.exp z * z ^ 4 / (12 + 6 * z + z * z) ^ 2) z := by
    intro z
    have hsq : HasDerivAt (fun z : ℝ => z * z) (2 * z) z :=
      ((hasDerivAt_id' z).fun_mul (hasDerivAt_id' z)).congr_deriv (by ring)
    have hN : HasDerivAt (fun z : ℝ => 12 - 6 * z + z * z) (-6 + 2 * z) z :=
      ((((hasDerivAt_id' z).const_mul 6).const_sub 12).fun_add hsq).congr_deriv (by ring)
    have hP : HasDerivAt (fun z : ℝ => 12 + 6 * z + z * z) (6 + 2 * z) z :=
      ((((hasDerivAt_id' z).const_mul 6).const_add 12).fun_add hsq).congr_deriv (by ring)
    refine (((Real.hasDerivAt_exp z).fun_mul hN).fun_div hP (hD z).ne').congr_deriv ?_
    congr 1
    ring
  have hm : Monotone
      (fun z : ℝ => Real.exp z * (12 - 6 * z + z * z) / (12 + 6 * z + z * z)) := by
    refine monotone_of_deriv_nonneg (fun z => (hd z).differentiableAt) (fun z => ?_)
    rw [(hd z).deriv]
    positivity
  have h : (1 : ℝ) ≤ Real.exp y * (12 - 6 * y + y * y) / (12 + 6 * y + y * y) := by
    calc (1 : ℝ) = Real.exp 0 * (12 - 6 * 0 + 0 * 0) / (12 + 6 * 0 + 0 * 0) := by norm_num
      _ ≤ _ := hm hy.le
  rw [le_div_iff₀ (hD y), one_mul] at h
  have hE : 0 < Real.exp y - 1 := by linarith [Real.add_one_le_exp y]
  have h3 : y / (Real.exp y - 1) ≤ 1 - y / 2 + y ^ 2 / 12 := by
    rw [div_le_iff₀ hE]
    nlinarith
  linarith

/-- The integrand of the Debye function is integrable on `(0, x)`. -/
theorem debye_integrable {x : ℝ} (hx : 0 < x) :
    IntervalIntegrable (fun y : ℝ => y / (Real.exp y - 1)) volume 0 x := by
  have hc : IntervalIntegrable (fun _ : ℝ => (1 : ℝ)) volume 0 x :=
    continuous_const.intervalIntegrable _ _
  have hmeas : Measurable (fun y : ℝ => y / (Real.exp y - 1)) :=
    measurable_id.div (Real.measurable_exp.sub_const 1)
  refine hc.mono_fun hmeas.aestronglyMeasurable ?_
  refine ae_restrict_of_forall_mem measurableSet_uIoc (fun y hy => ?_)
  rw [Set.uIoc_of_le hx.le] at hy
  have h1 := Real.add_one_le_exp y
  have hE : 0 < Real.exp y - 1 := by linarith [hy.1]
  have h2 : y / (Real.exp y - 1) ≤ 1 := by
    rw [div_le_one hE]
    linarith
  have h3 : ‖y / (Real.exp y - 1)‖ ≤ ‖(1 : ℝ)‖ := by
    rw [Real.norm_of_nonneg (div_nonneg hy.1.le hE.le), norm_one]
    exact h2
  exact h3

/-- The integrated oscillator energy splits into the Debye function and the zero-point term. -/
theorem integral_oscillator {x : ℝ} (hx : 0 < x) :
    ∫ y in (0 : ℝ)..x, (y / (Real.exp y - 1) + y / 2) = x * (phi x + x / 4) := by
  have hi : IntervalIntegrable (fun y : ℝ => y / 2) volume 0 x :=
    Continuous.intervalIntegrable (by fun_prop) _ _
  have h2 : ∫ y in (0 : ℝ)..x, y / 2 = x ^ 2 / 4 := by
    rw [intervalIntegral.integral_div, integral_id]
    ring
  rw [intervalIntegral.integral_add (debye_integrable hx) hi, h2, phi]
  generalize (∫ y in (0 : ℝ)..x, y / (Real.exp y - 1)) = J
  field_simp

/-- The Debye function with its zero-point term lies between `1` and `1 + x² / 36`. -/
theorem phi_bounds {x : ℝ} (hx : 0 < x) :
    1 ≤ phi x + x / 4 ∧ phi x + x / 4 ≤ 1 + x ^ 2 / 36 := by
  have h1 : IntervalIntegrable (fun _ : ℝ => (1 : ℝ)) volume 0 x :=
    continuous_const.intervalIntegrable _ _
  have h2 : IntervalIntegrable (fun y : ℝ => y ^ 2 / 12) volume 0 x :=
    Continuous.intervalIntegrable (by fun_prop) _ _
  have hi : IntervalIntegrable (fun y : ℝ => y / (Real.exp y - 1) + y / 2) volume 0 x :=
    (debye_integrable hx).add (Continuous.intervalIntegrable (by fun_prop) _ _)
  have h12 : IntervalIntegrable (fun y : ℝ => 1 + y ^ 2 / 12) volume 0 x :=
    Continuous.intervalIntegrable (by fun_prop) _ _
  -- integrate the two pointwise bounds over `(0, x)`
  have lo := intervalIntegral.integral_mono_on_of_le_Ioo hx.le h1 hi
    (fun y hy => one_le_oscillator hy.1)
  have up := intervalIntegral.integral_mono_on_of_le_Ioo hx.le hi h12
    (fun y hy => oscillator_le hy.1)
  have e1 : ∫ _y in (0 : ℝ)..x, (1 : ℝ) = x * 1 := by
    rw [intervalIntegral.integral_const, smul_eq_mul, sub_zero]
  have e2 : ∫ y in (0 : ℝ)..x, (1 + y ^ 2 / 12) = x * (1 + x ^ 2 / 36) := by
    rw [intervalIntegral.integral_add h1 h2, e1, intervalIntegral.integral_div, integral_pow]
    push_cast
    ring
  rw [integral_oscillator hx, e1] at lo
  rw [integral_oscillator hx, e2] at up
  exact ⟨le_of_mul_le_mul_left lo hx, le_of_mul_le_mul_left up hx⟩

/-- The Debye mean-square displacement equals `(3/Θ) (φ(x)/x + 1/4)` with `x = Θ/T`. -/
theorem meanSquare_eq {Θ T : ℝ} (hΘ : 0 < Θ) (hT : 0 < T) :
    meanSquare Θ T = 3 / Θ * (phi (Θ / T) / (Θ / T) + 1 / 4) := by
  have key : ∀ w : ℝ, debyeDOS Θ w * (bose (w / T) + 1 / 2) / w =
      3 * T / Θ ^ 3 * ((w / T) / (Real.exp (w / T) - 1) + (w / T) / 2) := by
    intro w
    have hb : (w / T) / (Real.exp (w / T) - 1) = w / T * bose (w / T) := by
      rw [bose, mul_one_div]
    rw [hb, debyeDOS]
    generalize bose (w / T) = b
    rcases eq_or_ne w 0 with rfl | hw
    · simp
    · field_simp
  -- substitute `w = T y`
  simp only [meanSquare, key]
  rw [intervalIntegral.integral_const_mul,
    intervalIntegral.integral_comp_div (fun y : ℝ => y / (Real.exp y - 1) + y / 2) hT.ne',
    zero_div, integral_oscillator (div_pos hΘ hT), smul_eq_mul]
  generalize phi (Θ / T) = p
  field_simp

/-- The Debye mean-square displacement is at least its classical value `3T/Θ²` and exceeds it
by at most `1/(12T)`. -/
theorem meanSquare_bounds {Θ T : ℝ} (hΘ : 0 < Θ) (hT : 0 < T) :
    3 * T / Θ ^ 2 ≤ meanSquare Θ T ∧
      meanSquare Θ T ≤ 3 * T / Θ ^ 2 + 1 / (12 * T) := by
  obtain ⟨lo, up⟩ := phi_bounds (div_pos hΘ hT)
  have e : meanSquare Θ T = 3 * T / Θ ^ 2 * (phi (Θ / T) + Θ / T / 4) := by
    rw [meanSquare_eq hΘ hT]
    generalize phi (Θ / T) = p
    field_simp
  have e2 : 3 * T / Θ ^ 2 * (1 + (Θ / T) ^ 2 / 36) = 3 * T / Θ ^ 2 + 1 / (12 * T) := by
    field_simp
    ring
  have hc : 0 ≤ 3 * T / Θ ^ 2 := by positivity
  rw [e, ← e2]
  exact ⟨le_mul_of_one_le_right hc lo, mul_le_mul_of_nonneg_left up hc⟩

/-- At every positive temperature the mean-square displacement is at least `3/(4Θ)`. -/
theorem zero_point_le {Θ T : ℝ} (hΘ : 0 < Θ) (hT : 0 < T) :
    3 / (4 * Θ) ≤ meanSquare Θ T := by
  have hx : 0 < Θ / T := div_pos hΘ hT
  have hp : 0 ≤ phi (Θ / T) := by
    refine mul_nonneg (one_div_pos.mpr hx).le
      (intervalIntegral.integral_nonneg hx.le (fun y hy => ?_))
    exact div_nonneg hy.1 (by linarith [Real.add_one_le_exp y, hy.1])
  rw [meanSquare_eq hΘ hT]
  have h1 : 0 ≤ 3 / Θ * (phi (Θ / T) / (Θ / T)) := by positivity
  have h2 : 3 / (4 * Θ) = 3 / Θ * (1 / 4) := by field_simp
  rw [h2, mul_add]
  linarith

/-- The difference between the mean-square displacement and its classical value tends to zero
at high temperature. -/
theorem classical_limit {Θ : ℝ} (hΘ : 0 < Θ) :
    Tendsto (fun T : ℝ => meanSquare Θ T - 3 * T / Θ ^ 2) atTop (𝓝 0) := by
  have h : Tendsto (fun T : ℝ => (1 / 12 : ℝ) * T⁻¹) atTop (𝓝 ((1 / 12 : ℝ) * 0)) :=
    tendsto_inv_atTop_zero.const_mul (1 / 12 : ℝ)
  rw [mul_zero] at h
  refine squeeze_zero' ?_ ?_ h
  · filter_upwards [eventually_gt_atTop (0 : ℝ)] with T hT
    linarith [(meanSquare_bounds hΘ hT).1]
  · filter_upwards [eventually_gt_atTop (0 : ℝ)] with T hT
    have e : 1 / (12 * T) = (1 / 12 : ℝ) * T⁻¹ := by ring
    linarith [(meanSquare_bounds hΘ hT).2]

/-- The Debye-Waller factor is at most its classical value, and at least that value with
`1/(12T)` added to the mean-square displacement. -/
theorem debyeWaller_bounds (q : ℝ) {Θ T : ℝ} (hΘ : 0 < Θ) (hT : 0 < T) :
    Real.exp (-(q ^ 2 * (3 * T / Θ ^ 2 + 1 / (12 * T)))) ≤ debyeWaller q Θ T ∧
      debyeWaller q Θ T ≤ Real.exp (-(q ^ 2 * (3 * T / Θ ^ 2))) := by
  obtain ⟨lo, up⟩ := meanSquare_bounds hΘ hT
  exact ⟨Real.exp_le_exp.mpr (neg_le_neg (mul_le_mul_of_nonneg_left up (sq_nonneg q))),
    Real.exp_le_exp.mpr (neg_le_neg (mul_le_mul_of_nonneg_left lo (sq_nonneg q)))⟩

end

end DebyeWallerDisplacement
```

```lean
#print axioms DebyeWallerDisplacement.meanSquare_bounds
-- 'DebyeWallerDisplacement.meanSquare_bounds' depends on axioms: [propext, Classical.choice, Quot.sound]
#print axioms DebyeWallerDisplacement.zero_point_le
-- 'DebyeWallerDisplacement.zero_point_le' depends on axioms: [propext, Classical.choice, Quot.sound]
#print axioms DebyeWallerDisplacement.classical_limit
-- 'DebyeWallerDisplacement.classical_limit' depends on axioms: [propext, Classical.choice, Quot.sound]
#print axioms DebyeWallerDisplacement.debyeWaller_bounds
-- 'DebyeWallerDisplacement.debyeWaller_bounds' depends on axioms: [propext, Classical.choice, Quot.sound]
```

## How the proof follows the derivation

`one_le_oscillator` and `oscillator_le` are the two bounds for one oscillator. In each, `hd` gives the derivative of the auxiliary function, $a$ or $b$, and `monotone_of_deriv_nonneg` turns its sign into monotonicity. A `calc` step compares the value at $y$ with the value at zero. The inequality `Real.add_one_le_exp`, which is $z+1\le e^z$, supplies both the sign of $a'$ and the positivity of $e^y-1$. For $b'$, `positivity` suffices once `ring` has confirmed the cancellation that leaves $z^4$. The lemmas `le_div_iff₀` and `div_le_iff₀` clear the denominators, and `nlinarith` completes the algebra.

`debye_integrable` settles a point that the calculation by hand passes over. The quotient $y/(e^y-1)$ is measurable, and on $(0,x]$ it lies between $0$ and $1$, again because $e^y-1\ge y$. Comparison with the constant function one makes it integrable.

`integral_oscillator` evaluates the middle integral as $x(\varphi(x)+x/4)$. In `phi_bounds`, the lemma `intervalIntegral.integral_mono_on_of_le_Ioo` integrates the two inequalities, for which it needs them only in the open interval. The outer integrals are `e1` and `e2`, and `le_of_mul_le_mul_left` cancels the positive factor $x$.

In `meanSquare_eq`, the statement `key` rewrites the integrand in terms of $w/T$. It treats $w=0$ separately, where Lean's convention for division by zero makes both sides zero; this single endpoint has no effect on the integral. The substitution $w=Ty$ is `intervalIntegral.integral_comp_div`, and `integral_oscillator` then supplies the value.

`meanSquare_bounds` writes the displacement as $3T/\Theta^2$ times $\varphi(x)+x/4$ and multiplies the bounds from `phi_bounds` by this nonnegative factor. `zero_point_le` works from the exact formula instead and discards the nonnegative term with $\varphi$. `classical_limit` applies `squeeze_zero'` with the upper function $1/(12T)$; the bounds are needed only for positive $T$, which `eventually_gt_atTop` provides. Finally, `debyeWaller_bounds` multiplies by $q^2\ge0$, changes the sign and uses the monotonicity of the exponential.
